# Least elastic energy of a laminate at fixed in-plane strain and fixed mean normal strain

## Does relaxing the layers give this effective energy?

Layer $i$ of a laminate has volume fraction $w_i>0$, with $\sum_i w_i=1$, and $\langle f\rangle=\sum_i w_i f_i$ is the mean of a layer property $f$. All layers share the in-plane strain $x$, and layer $i$ has its own normal strain $u_i$. Twice its energy density is $a_i x^2+2b_i x u_i+c_i u_i^2$, with $c_i>0$ and $a_ic_i>b_i^2$.

If $x$ is held fixed and the normal strains are constrained only by their mean $\langle u\rangle=y$, I expect the layers to relax until twice the mean energy density takes its least value,
$$\Big\langle a-\frac{b^2}{c}\Big\rangle x^2+\frac{\big(y+\langle b/c\rangle x\big)^2}{\langle 1/c\rangle}.$$
I would like to see this made rigorous and checked in Lean. Does it really need $a_ic_i>b_i^2$?

## Completing the square about a common normal stress

The formula is right, and $c_i>0$ in every layer is enough for it. The condition $a_ic_i>b_i^2$ makes the effective energy positive definite.

The normal stress in layer $i$ is $b_ix+c_iu_i$. For a trial stress $s$, let $v_i=(s-b_ix)/c_i$ be the strain at which layer $i$ carries it. Completing the square in $u_i$ gives
$$a_ix^2+2b_ixu_i+c_iu_i^2=\Big(a_i-\frac{b_i^2}{c_i}\Big)x^2+c_i\Big(u_i+\frac{b_i}{c_i}x\Big)^2.$$
Since $u_i+b_ix/c_i=(u_i-v_i)+s/c_i$, the last square equals
$$c_i(u_i-v_i)^2+2s(u_i-v_i)+\frac{s^2}{c_i}=c_i(u_i-v_i)^2+2s\Big(u_i+\frac{b_i}{c_i}x\Big)-\frac{s^2}{c_i}.$$
Write $Z=y+\langle b/c\rangle x$ and $M=\langle 1/c\rangle>0$. For a profile with $\langle u\rangle=y$, the mean energy (doubled, as in the question) is
$$\Big\langle a-\frac{b^2}{c}\Big\rangle x^2+\big\langle c(u-v)^2\big\rangle+2sZ-s^2M.$$
Now choose $s=Z/M$. The last two terms become $Z^2/M$, so the energy is the claimed value plus $\langle c(u-v)^2\rangle\ge 0$. The profile $v$ is itself admissible, because $\langle v\rangle=sM-\langle b/c\rangle x=y$. The minimum is therefore attained.

Equality requires $u_i=v_i$ in every layer, which makes the normal stress uniform. Conversely, if an admissible profile has uniform stress $s$, then $y=sM-\langle b/c\rangle x$, which forces $s=Z/M$ and $u=v$.

If $a_ic_i>b_i^2$ in every layer, then $\langle a-b^2/c\rangle>0$. The effective energy is then positive for $x\ne0$, and for $x=0$, $y\neq 0$ it is $y^2/M>0$. Finally, the uniform profile $u_i=y$ is admissible, so its energy $\langle a\rangle x^2+2\langle b\rangle xy+\langle c\rangle y^2$ is an upper bound.

## The laminate as a finite family of layers

In the file, `ι` is a finite set of layers, and `w`, `a`, `b`, `c` and the strain profile `u` are real functions on it. `mean` is the weighted sum; the hypothesis `hsum` makes it a normalised average and also rules out a laminate with no layers. The hypothesis `hw` says that every layer has positive thickness, and `hc` that every layer resists normal strain. `energy` keeps the convention of twice the energy density.

The main theorem, `isLeast_effEnergy`, concerns the set `energy w a b c x '' {u | mean w u = y}`, the energies of all profiles with mean `y`. `IsLeast` says that the displayed value belongs to this set and is a lower bound for it. Three further theorems cover uniform stress, positivity (where `hstab` together with `hc` is the stability condition) and the uniform-strain bound.

The shared in-plane strain stands for perfectly bonded layers, and the prescribed mean for a fixed total thickness. Both are assumed. The model has one in-plane and one normal strain component, each layer is homogeneous, linear and stress-free at zero strain (so there is no misfit stress), and shear and interface energy are absent. Within this two-strain harmonic model, the result gives the effective elastic constants of a superlattice, against which a simulation with relaxed layers can be compared.

```lean
import Mathlib

open Finset

namespace LaminateEnergy

noncomputable section

variable {ι : Type*} [Fintype ι]

/-- The mean of a layer property `f` with volume fractions `w`. -/
def mean (w f : ι → ℝ) : ℝ := ∑ i, w i * f i

/-- Twice the mean elastic energy density of a laminate with common in-plane strain `x`
and normal strain `u i` in layer `i`. -/
def energy (w a b c : ι → ℝ) (x : ℝ) (u : ι → ℝ) : ℝ :=
  mean w (fun i => a i * x ^ 2 + 2 * b i * x * u i + c i * u i ^ 2)

/-- The effective energy as a function of the in-plane strain `x` and the mean normal
strain `y`. -/
def effEnergy (w a b c : ι → ℝ) (x y : ℝ) : ℝ :=
  mean w (fun i => a i - b i ^ 2 / c i) * x ^ 2
    + (y + mean w (fun i => b i / c i) * x) ^ 2 / mean w (fun i => 1 / c i)

/-- The normal stress `(y + ⟨b/c⟩ x) / ⟨1/c⟩` assigned to the whole laminate. -/
def commonStress (w b c : ι → ℝ) (x y : ℝ) : ℝ :=
  (y + mean w (fun i => b i / c i) * x) / mean w (fun i => 1 / c i)

/-- The normal strain in layer `i` when that layer carries the common normal stress. -/
def relaxedStrain (w b c : ι → ℝ) (x y : ℝ) (i : ι) : ℝ :=
  (commonStress w b c x y - b i * x) / c i

/-- The mean of a layer property that is positive in every layer is positive. -/
theorem mean_pos (w f : ι → ℝ) (hw : ∀ i, 0 < w i) (hsum : ∑ i, w i = 1)
    (hf : ∀ i, 0 < f i) : 0 < mean w f := by
  rcases isEmpty_or_nonempty ι with h | h
  · simp at hsum
  · exact Finset.sum_pos (fun i _ => mul_pos (hw i) (hf i)) Finset.univ_nonempty

/-- The mean normal strain of a laminate in which every layer carries the normal
stress `s`. -/
theorem mean_strain_of_stress (w b c : ι → ℝ) (x s : ℝ) :
    mean w (fun i => (s - b i * x) / c i)
      = s * mean w (fun i => 1 / c i) - mean w (fun i => b i / c i) * x := by
  simp only [mean, Finset.mul_sum, Finset.sum_mul, ← Finset.sum_sub_distrib]
  refine Finset.sum_congr rfl fun i _ => ?_
  ring

/-- Completing the square in every layer about the strain produced by a trial normal
stress `s`. -/
theorem energy_split (w a b c : ι → ℝ) (hc : ∀ i, 0 < c i) (x s : ℝ) (u : ι → ℝ) :
    energy w a b c x u
      = mean w (fun i => a i - b i ^ 2 / c i) * x ^ 2
        + mean w (fun i => c i * (u i - (s - b i * x) / c i) ^ 2)
        + 2 * s * (mean w u + mean w (fun i => b i / c i) * x)
        - s ^ 2 * mean w (fun i => 1 / c i) := by
  simp only [energy, mean, Finset.mul_sum, Finset.sum_mul, ← Finset.sum_add_distrib,
    ← Finset.sum_sub_distrib]
  refine Finset.sum_congr rfl fun i _ => ?_
  have h := (hc i).ne'
  field_simp
  ring

/-- The energy of a strain profile with mean `y` is the effective energy plus the
weighted squared deviation from the relaxed profile. -/
theorem energy_eq_effEnergy_add (w a b c : ι → ℝ) (hw : ∀ i, 0 < w i)
    (hsum : ∑ i, w i = 1) (hc : ∀ i, 0 < c i) (x y : ℝ) (u : ι → ℝ)
    (hu : mean w u = y) :
    energy w a b c x u = effEnergy w a b c x y
      + mean w (fun i => c i * (u i - relaxedStrain w b c x y i) ^ 2) := by
  have hM := mean_pos w (fun i => 1 / c i) hw hsum (fun i => one_div_pos.2 (hc i))
  have h := energy_split w a b c hc x (commonStress w b c x y) u
  rw [hu] at h
  -- at the common stress the terms linear and quadratic in `s` combine
  have key : ∀ Z M : ℝ, M ≠ 0 → 2 * (Z / M) * Z - (Z / M) ^ 2 * M = Z ^ 2 / M := by
    intro Z M hne
    have h1 : Z / M * M = Z := div_mul_cancel₀ Z hne
    linear_combination (-(Z / M)) * h1
  have hZ : 2 * commonStress w b c x y * (y + mean w (fun i => b i / c i) * x)
      - commonStress w b c x y ^ 2 * mean w (fun i => 1 / c i)
      = (y + mean w (fun i => b i / c i) * x) ^ 2 / mean w (fun i => 1 / c i) :=
    key _ _ hM.ne'
  simp only [effEnergy, relaxedStrain]
  linarith [h, hZ]

/-- The least energy among all normal strain profiles with mean `y` is
`⟨a - b²/c⟩ x² + (y + ⟨b/c⟩ x)² / ⟨1/c⟩`. -/
theorem isLeast_effEnergy (w a b c : ι → ℝ) (hw : ∀ i, 0 < w i)
    (hsum : ∑ i, w i = 1) (hc : ∀ i, 0 < c i) (x y : ℝ) :
    IsLeast (energy w a b c x '' {u | mean w u = y})
      (mean w (fun i => a i - b i ^ 2 / c i) * x ^ 2
        + (y + mean w (fun i => b i / c i) * x) ^ 2 / mean w (fun i => 1 / c i)) := by
  change IsLeast _ (effEnergy w a b c x y)
  have hM := mean_pos w (fun i => 1 / c i) hw hsum (fun i => one_div_pos.2 (hc i))
  constructor
  · -- the relaxed profile is admissible and attains the value
    have hr : mean w (relaxedStrain w b c x y) = y := by
      have h := mean_strain_of_stress w b c x (commonStress w b c x y)
      have h1 : commonStress w b c x y * mean w (fun i => 1 / c i)
          = y + mean w (fun i => b i / c i) * x := div_mul_cancel₀ _ hM.ne'
      calc mean w (relaxedStrain w b c x y)
          = commonStress w b c x y * mean w (fun i => 1 / c i)
            - mean w (fun i => b i / c i) * x := h
        _ = y := by rw [h1]; ring
    refine ⟨relaxedStrain w b c x y, hr, ?_⟩
    rw [energy_eq_effEnergy_add w a b c hw hsum hc x y _ hr]
    simp [mean]
  · -- every other admissible profile costs a sum of squares
    rintro _ ⟨u, hu, rfl⟩
    rw [energy_eq_effEnergy_add w a b c hw hsum hc x y u hu]
    have h : 0 ≤ mean w (fun i => c i * (u i - relaxedStrain w b c x y i) ^ 2) :=
      Finset.sum_nonneg fun i _ =>
        mul_nonneg (hw i).le (mul_nonneg (hc i).le (sq_nonneg _))
    linarith

/-- A strain profile with mean `y` attains the effective energy exactly when the normal
stress `b i * x + c i * u i` is the same in all layers. -/
theorem energy_eq_iff_uniform_stress (w a b c : ι → ℝ) (hw : ∀ i, 0 < w i)
    (hsum : ∑ i, w i = 1) (hc : ∀ i, 0 < c i) (x y : ℝ) (u : ι → ℝ)
    (hu : mean w u = y) :
    energy w a b c x u = effEnergy w a b c x y ↔ ∃ s, ∀ i, b i * x + c i * u i = s := by
  have hM := mean_pos w (fun i => 1 / c i) hw hsum (fun i => one_div_pos.2 (hc i))
  have h := energy_eq_effEnergy_add w a b c hw hsum hc x y u hu
  constructor
  · intro heq
    have h0 : ∑ i, w i * (c i * (u i - relaxedStrain w b c x y i) ^ 2) = 0 := by
      change mean w (fun i => c i * (u i - relaxedStrain w b c x y i) ^ 2) = 0
      linarith
    refine ⟨commonStress w b c x y, fun i => ?_⟩
    have hi : w i * (c i * (u i - relaxedStrain w b c x y i) ^ 2) = 0 :=
      (Finset.sum_eq_zero_iff_of_nonneg (fun j _ =>
        mul_nonneg (hw j).le (mul_nonneg (hc j).le (sq_nonneg _)))).1 h0 i
        (Finset.mem_univ i)
    have h1 := (mul_eq_zero.1 hi).resolve_left (hw i).ne'
    have h2 := (mul_eq_zero.1 h1).resolve_left (hc i).ne'
    have h3 : u i = (commonStress w b c x y - b i * x) / c i :=
      sub_eq_zero.1 ((pow_eq_zero_iff two_ne_zero).1 h2)
    have h4 := (eq_div_iff (hc i).ne').1 h3
    linear_combination h4
  · rintro ⟨s, hs⟩
    have hu' : u = fun i => (s - b i * x) / c i := by
      funext i
      rw [eq_div_iff (hc i).ne']
      linear_combination hs i
    -- the prescribed mean strain fixes the value of the uniform stress
    have hm := mean_strain_of_stress w b c x s
    rw [← hu', hu] at hm
    have hσ : s = commonStress w b c x y := by
      rw [commonStress, eq_div_iff hM.ne']
      linear_combination -hm
    have h0 : mean w (fun i => c i * (u i - relaxedStrain w b c x y i) ^ 2) = 0 := by
      refine Finset.sum_eq_zero fun i _ => ?_
      have h1 : u i = relaxedStrain w b c x y i := by
        rw [relaxedStrain, ← hσ]
        exact congrFun hu' i
      simp [h1]
    linarith

/-- If every layer satisfies `b² < a c`, the effective energy is positive for every
nonzero pair of strains. -/
theorem effEnergy_pos (w a b c : ι → ℝ) (hw : ∀ i, 0 < w i) (hsum : ∑ i, w i = 1)
    (hc : ∀ i, 0 < c i) (hstab : ∀ i, b i ^ 2 < a i * c i) (x y : ℝ)
    (hxy : x ≠ 0 ∨ y ≠ 0) : 0 < effEnergy w a b c x y := by
  have hM := mean_pos w (fun i => 1 / c i) hw hsum (fun i => one_div_pos.2 (hc i))
  have hA := mean_pos w (fun i => a i - b i ^ 2 / c i) hw hsum
    (fun i => sub_pos.2 ((div_lt_iff₀ (hc i)).2 (hstab i)))
  unfold effEnergy
  by_cases hx : x = 0
  · have hy : y ≠ 0 := hxy.resolve_left (fun h => h hx)
    have h1 : 0 < y ^ 2 / mean w (fun i => 1 / c i) := div_pos (pow_pos_of_ne y hy) hM
    rw [hx, mul_zero, add_zero]
    linarith
  · exact add_pos_of_pos_of_nonneg (mul_pos hA (pow_pos_of_ne x hx))
      (div_nonneg (sq_nonneg _) hM.le)
where
  pow_pos_of_ne (t : ℝ) (ht : t ≠ 0) : 0 < t ^ 2 := by positivity

/-- The effective energy is at most the energy with averaged constants, with equality
exactly when uniform strain produces the same normal stress in all layers. -/
theorem effEnergy_le_uniform_strain (w a b c : ι → ℝ) (hw : ∀ i, 0 < w i)
    (hsum : ∑ i, w i = 1) (hc : ∀ i, 0 < c i) (x y : ℝ) :
    effEnergy w a b c x y ≤ mean w a * x ^ 2 + 2 * mean w b * x * y + mean w c * y ^ 2 ∧
    (mean w a * x ^ 2 + 2 * mean w b * x * y + mean w c * y ^ 2 = effEnergy w a b c x y
      ↔ ∃ s, ∀ i, b i * x + c i * y = s) := by
  have hm : mean w (fun _ => y) = y := by
    simp only [mean, ← Finset.sum_mul, hsum, one_mul]
  have he : energy w a b c x (fun _ => y)
      = mean w a * x ^ 2 + 2 * mean w b * x * y + mean w c * y ^ 2 := by
    simp only [energy, mean, Finset.mul_sum, Finset.sum_mul, ← Finset.sum_add_distrib]
    refine Finset.sum_congr rfl fun i _ => ?_
    ring
  rw [← he]
  exact ⟨(isLeast_effEnergy w a b c hw hsum hc x y).2 ⟨fun _ => y, hm, rfl⟩,
    energy_eq_iff_uniform_stress w a b c hw hsum hc x y (fun _ => y) hm⟩

end

end LaminateEnergy
```

```lean
#print axioms LaminateEnergy.isLeast_effEnergy
-- 'LaminateEnergy.isLeast_effEnergy' depends on axioms: [propext, Classical.choice, Quot.sound]
#print axioms LaminateEnergy.effEnergy_pos
-- 'LaminateEnergy.effEnergy_pos' depends on axioms: [propext, Classical.choice, Quot.sound]
#print axioms LaminateEnergy.effEnergy_le_uniform_strain
-- 'LaminateEnergy.effEnergy_le_uniform_strain' depends on axioms: [propext, Classical.choice, Quot.sound]
```

## From one layer to the whole laminate

`energy_split` is the averaged square completion for an arbitrary trial stress `s`, and `mean_strain_of_stress` computes $\langle v\rangle$. `mean_pos` supplies $M>0$.

`energy_eq_effEnergy_add` inserts `commonStress`, which is $Z/M$. Its local fact `key` is the identity $2(Z/M)Z-(Z/M)^2M=Z^2/M$, and `linarith` assembles the rest.

In `isLeast_effEnergy`, the first half shows that `relaxedStrain` has mean `y` and leaves no deviation term. The second half bounds the energy of any other admissible profile by the nonnegativity of that term.

For `energy_eq_iff_uniform_stress`, the forward direction uses `Finset.sum_eq_zero_iff_of_nonneg`: a vanishing sum of nonnegative terms has every term zero. Positive `w i` and `c i` then force each deviation to vanish. The reverse direction recovers the value of `s` from the mean strain.

`effEnergy_pos` splits on whether `x = 0`. `effEnergy_le_uniform_strain` applies `isLeast_effEnergy` and `energy_eq_iff_uniform_stress` to the constant profile.

The device on which the proof turns is the reduction of an identity between means to an identity in one layer. In `energy_split`, `simp only` unfolds `mean`, moves the outside factors into the sums with `Finset.mul_sum` and `Finset.sum_mul`, and merges the sums by reading `Finset.sum_add_distrib` and `Finset.sum_sub_distrib` from right to left. Each side is then a single sum over layers, and `Finset.sum_congr` asks only that the summands agree. What remains is the square completion above, multiplied by `w i`; `field_simp` clears `c i` and `ring` finishes. Keeping `s` as a free variable helps here, since the layer identity then contains no quotient of sums. The value $Z/M$ enters only afterwards.
